# A symmetric bimorph beam of thickness \(2h\) with free strains \(m\pm s\) has least elastic energy at curvature \(3s/(2h)\)

If I estimate the curvature of a symmetric piezoelectric bimorph by dividing the difference between its layers' free strains by its total thickness, the bending comes out a third too small. For two bonded layers of equal modulus, each of thickness \(h\), with free strains \(s\) above and \(-s\) below, that estimate is \(2s/(2h)=s/h\). Minimising the elastic energy should give \(3s/(2h)\), with no mid-plane strain. Can this be derived rigorously, including uniqueness of the minimum, and checked by machine?

## Stretching and bending separate into two squares

Yes, in a beam model with a single in-plane strain component, for linear layers of equal modulus and equal thickness whose total strain is affine in the height \(z\). A layer's free strain is the strain it would take if detached, for instance under an applied field. Let it be \(m+s\) for \(z>0\) and \(m-s\) for \(z<0\), where \(m\) is a strain common to both layers, such as thermal expansion; your case is \(m=0\).

With mid-plane strain \(a\) and curvature \(\kappa\), the total strain is \(a+\kappa z\). The elastic strain \(\varepsilon\) is the total minus the free strain. Writing \(u=a-m\), we have \(\varepsilon=u-s+\kappa z\) above and \(\varepsilon=u+s+\kappa z\) below, so

\[
\int_0^h\varepsilon^2\,dz=(u-s)^2h+(u-s)\kappa h^2+\tfrac13\kappa^2h^3,
\]
\[
\int_{-h}^0\varepsilon^2\,dz=(u+s)^2h-(u+s)\kappa h^2+\tfrac13\kappa^2h^3.
\]

Let \(I\) be the sum of these two integrals; the elastic energy per unit area is half the common modulus times \(I\). Completing the square in \(\kappa\) gives

\[
\begin{aligned}
I&=2hu^2+2hs^2-2s\kappa h^2+\tfrac23h^3\kappa^2\\
&=\frac{hs^2}{2}+2h(a-m)^2+\frac{2h^3}{3}\left(\kappa-\frac{3s}{2h}\right)^2.
\end{aligned}
\]

Since \(h>0\), both squares have positive coefficients. The minimum is therefore \(hs^2/2\), attained only at \(a=m\), \(\kappa=3s/(2h)\). The flat plate with \(a=m\), \(\kappa=0\) has \(I=2hs^2\), four times as much.

Force and moment balance select the same state:

\[
\int_{-h}^h\varepsilon\,dz=2h(a-m),\qquad
\int_{-h}^h z\varepsilon\,dz=-sh^2+\frac{2h^3\kappa}{3}
=\frac{2h^3}{3}\left(\kappa-\frac{3s}{2h}\right).
\]

Both vanish exactly at the minimising pair.

For example, take \(m=0\), \(h=0.25\) mm and \(s=10^{-4}\). Then \(\kappa=3\times10^{-4}/(5\times10^{-4}\,\text{m})=0.6\ \text{m}^{-1}\), a bending radius of about 1.67 m. The integral is \(1.25\times10^{-12}\) m, against \(5\times10^{-12}\) m for the flat plate.

## The bimorph in Lean

```lean
import Mathlib

open MeasureTheory

namespace SymmetricBimorph

noncomputable section

/-- Elastic strain at height `z` of a plate with mid-plane strain `a` and curvature `κ`,
whose upper and lower layers have free strains `m + s` and `m - s`. -/
def elasticStrain (m s a κ z : ℝ) : ℝ := a + κ * z - (m + s * Real.sign z)

/-- Elastic energy per unit area of a bimorph of total thickness `2 * h`,
in units of half the common elastic modulus. -/
def mismatchEnergy (h m s a κ : ℝ) : ℝ :=
  ∫ z in (-h)..h, (elasticStrain m s a κ z) ^ 2

/-- Resultant in-plane force per unit width, in units of the elastic modulus. -/
def resultantForce (h m s a κ : ℝ) : ℝ :=
  ∫ z in (-h)..h, elasticStrain m s a κ z

/-- Bending moment about the mid-plane per unit width, in units of the elastic modulus. -/
def bendingMoment (h m s a κ : ℝ) : ℝ :=
  ∫ z in (-h)..h, z * elasticStrain m s a κ z

/-- The integral of a quadratic profile over an interval. -/
theorem integral_quadratic (p q r x y : ℝ) :
    ∫ z in x..y, (p + q * z + r * z ^ 2) =
      p * (y - x) + q * (y ^ 2 - x ^ 2) / 2 + r * (y ^ 3 - x ^ 3) / 3 := by
  have hd : ∀ z : ℝ, HasDerivAt (fun z : ℝ => p * z + q / 2 * z ^ 2 + r / 3 * z ^ 3)
      (p + q * z + r * z ^ 2) z := by
    intro z
    have h1 := (hasDerivAt_id' z).const_mul p
    have h2 := (hasDerivAt_pow 2 z).const_mul (q / 2)
    have h3 := (hasDerivAt_pow 3 z).const_mul (r / 3)
    refine ((h1.fun_add h2).fun_add h3).congr_deriv ?_
    show p * 1 + q / 2 * (((2 : ℕ) : ℝ) * z ^ 1) + r / 3 * (((3 : ℕ) : ℝ) * z ^ 2) = _
    push_cast
    ring
  rw [intervalIntegral.integral_eq_sub_of_hasDerivAt (fun z _ => hd z)
    (Continuous.intervalIntegrable (by fun_prop) _ _)]
  ring

/-- The through-thickness integral of a profile that is one quadratic in the lower layer
and another in the upper layer, with any value at the interface. -/
theorem integral_two_layers {h : ℝ} (hh : 0 < h) {w : ℝ → ℝ} {p₁ q₁ r₁ p₂ q₂ r₂ : ℝ}
    (hl : ∀ z < 0, w z = p₁ + q₁ * z + r₁ * z ^ 2)
    (hu : ∀ z > 0, w z = p₂ + q₂ * z + r₂ * z ^ 2) :
    ∫ z in (-h)..h, w z =
      (p₁ + p₂) * h + (q₂ - q₁) * h ^ 2 / 2 + (r₁ + r₂) * h ^ 3 / 3 := by
  -- the interface is a single point and carries no weight
  have hne : ∀ᵐ z : ℝ, z ≠ 0 := by simp [ae_iff]
  have hL : ∀ᵐ z : ℝ, z ∈ Set.uIoc (-h) 0 → p₁ + q₁ * z + r₁ * z ^ 2 = w z := by
    filter_upwards [hne] with z hz hm
    rw [Set.uIoc_of_le (by linarith)] at hm
    exact (hl z (lt_of_le_of_ne hm.2 hz)).symm
  have hU : ∀ᵐ z : ℝ, z ∈ Set.uIoc 0 h → p₂ + q₂ * z + r₂ * z ^ 2 = w z := by
    filter_upwards [hne] with z _ hm
    rw [Set.uIoc_of_le hh.le] at hm
    exact (hu z hm.1).symm
  have hc : ∀ p q r x y : ℝ,
      IntervalIntegrable (fun z : ℝ => p + q * z + r * z ^ 2) volume x y :=
    fun p q r x y => Continuous.intervalIntegrable (by fun_prop) _ _
  have iL : IntervalIntegrable w volume (-h) 0 :=
    intervalIntegrable_iff.2 (Integrable.congr (intervalIntegrable_iff.1 (hc p₁ q₁ r₁ _ _))
      ((ae_restrict_iff' measurableSet_uIoc).2 hL))
  have iU : IntervalIntegrable w volume 0 h :=
    intervalIntegrable_iff.2 (Integrable.congr (intervalIntegrable_iff.1 (hc p₂ q₂ r₂ _ _))
      ((ae_restrict_iff' measurableSet_uIoc).2 hU))
  have eL : ∫ z in (-h)..0, w z = ∫ z in (-h)..0, (p₁ + q₁ * z + r₁ * z ^ 2) :=
    (intervalIntegral.integral_congr_ae hL).symm
  have eU : ∫ z in (0 : ℝ)..h, w z = ∫ z in (0 : ℝ)..h, (p₂ + q₂ * z + r₂ * z ^ 2) :=
    (intervalIntegral.integral_congr_ae hU).symm
  rw [← intervalIntegral.integral_add_adjacent_intervals iL iU, eL, eU,
    integral_quadratic, integral_quadratic]
  ring

/-- The mismatch energy is a constant plus separate squares for stretching and bending. -/
theorem mismatchEnergy_eq {h : ℝ} (hh : 0 < h) (m s a κ : ℝ) :
    mismatchEnergy h m s a κ = h * s ^ 2 / 2 + 2 * h * (a - m) ^ 2
      + 2 * h ^ 3 / 3 * (κ - 3 * s / (2 * h)) ^ 2 := by
  have hl : ∀ z < 0, (elasticStrain m s a κ z) ^ 2 =
      (a - m + s) ^ 2 + 2 * (a - m + s) * κ * z + κ ^ 2 * z ^ 2 := by
    intro z hz
    rw [elasticStrain, Real.sign_of_neg hz]
    ring
  have hu : ∀ z > 0, (elasticStrain m s a κ z) ^ 2 =
      (a - m - s) ^ 2 + 2 * (a - m - s) * κ * z + κ ^ 2 * z ^ 2 := by
    intro z hz
    rw [elasticStrain, Real.sign_of_pos hz]
    ring
  rw [mismatchEnergy, integral_two_layers hh hl hu]
  field_simp
  ring

/-- The mismatch energy has minimum `h * s ^ 2 / 2`, attained only at mid-plane strain `m`
and curvature `3 * s / (2 * h)`. -/
theorem mismatchEnergy_unique_min {h : ℝ} (hh : 0 < h) (m s : ℝ) :
    mismatchEnergy h m s m (3 * s / (2 * h)) = h * s ^ 2 / 2 ∧
    ∀ a κ : ℝ, ¬(a = m ∧ κ = 3 * s / (2 * h)) →
      h * s ^ 2 / 2 < mismatchEnergy h m s a κ := by
  refine ⟨by rw [mismatchEnergy_eq hh]; ring, fun a κ hne => ?_⟩
  rw [mismatchEnergy_eq hh]
  have sqpos : ∀ x : ℝ, x ≠ 0 → 0 < x ^ 2 := fun x hx =>
    lt_of_le_of_ne (sq_nonneg x) (Ne.symm (pow_ne_zero 2 hx))
  have c1 : 0 < 2 * h := by positivity
  have c2 : 0 < 2 * h ^ 3 / 3 := by positivity
  have n1 := mul_nonneg c1.le (sq_nonneg (a - m))
  have n2 := mul_nonneg c2.le (sq_nonneg (κ - 3 * s / (2 * h)))
  -- at least one of the two squares is strictly positive
  by_cases ha : a = m
  · have hk : κ ≠ 3 * s / (2 * h) := fun hk => hne ⟨ha, hk⟩
    have := mul_pos c2 (sqpos _ (sub_ne_zero.2 hk))
    linarith
  · have := mul_pos c1 (sqpos _ (sub_ne_zero.2 ha))
    linarith

/-- For opposite free strains `s` and `-s` the through-thickness integral of the squared elastic
strain has minimum `h * s ^ 2 / 2`, attained only at zero mid-plane strain and curvature `3 * s / (2
* h)`. -/
theorem symmetric_bimorph {h : ℝ} (hh : 0 < h) (s : ℝ) :
    (∫ z in (-h)..h, (3 * s / (2 * h) * z - s * Real.sign z) ^ 2) = h * s ^ 2 / 2 ∧
    ∀ a κ : ℝ, ¬(a = 0 ∧ κ = 3 * s / (2 * h)) →
      h * s ^ 2 / 2 < ∫ z in (-h)..h, (a + κ * z - s * Real.sign z) ^ 2 := by
  have key : ∀ a κ : ℝ, (∫ z in (-h)..h, (a + κ * z - s * Real.sign z) ^ 2) =
      mismatchEnergy h 0 s a κ := by
    intro a κ
    simp only [mismatchEnergy, elasticStrain, zero_add]
  obtain ⟨hmin, huniq⟩ := mismatchEnergy_unique_min hh 0 s
  constructor
  · have k := (key 0 (3 * s / (2 * h))).trans hmin
    simpa only [zero_add] using k
  · intro a κ hne
    rw [key]
    exact huniq a κ hne

/-- The resultant force and the bending moment both vanish exactly when the mid-plane strain
is `m` and the curvature is `3 * s / (2 * h)`. -/
theorem equilibrium_iff {h : ℝ} (hh : 0 < h) (m s a κ : ℝ) :
    (resultantForce h m s a κ = 0 ∧ bendingMoment h m s a κ = 0) ↔
      (a = m ∧ κ = 3 * s / (2 * h)) := by
  have hF : resultantForce h m s a κ = 2 * h * (a - m) := by
    have hl : ∀ z < 0, elasticStrain m s a κ z = (a - m + s) + κ * z + 0 * z ^ 2 := by
      intro z hz
      rw [elasticStrain, Real.sign_of_neg hz]
      ring
    have hu : ∀ z > 0, elasticStrain m s a κ z = (a - m - s) + κ * z + 0 * z ^ 2 := by
      intro z hz
      rw [elasticStrain, Real.sign_of_pos hz]
      ring
    rw [resultantForce, integral_two_layers hh hl hu]
    ring
  have hM : bendingMoment h m s a κ = 2 * h ^ 3 / 3 * (κ - 3 * s / (2 * h)) := by
    have hl : ∀ z < 0, z * elasticStrain m s a κ z = 0 + (a - m + s) * z + κ * z ^ 2 := by
      intro z hz
      rw [elasticStrain, Real.sign_of_neg hz]
      ring
    have hu : ∀ z > 0, z * elasticStrain m s a κ z = 0 + (a - m - s) * z + κ * z ^ 2 := by
      intro z hz
      rw [elasticStrain, Real.sign_of_pos hz]
      ring
    rw [bendingMoment, integral_two_layers hh hl hu]
    field_simp
    ring
  have c1 : 2 * h ≠ 0 := by positivity
  have c2 : 2 * h ^ 3 / 3 ≠ 0 := by positivity
  rw [hF, hM, mul_eq_zero_iff_left c1, mul_eq_zero_iff_left c2, sub_eq_zero, sub_eq_zero]

/-- At mid-plane strain `m`, bending to curvature `3 * s / (2 * h)` leaves one quarter of
the mismatch energy of the flat plate. -/
theorem bending_leaves_quarter {h : ℝ} (hh : 0 < h) (m s : ℝ) :
    mismatchEnergy h m s m (3 * s / (2 * h)) = mismatchEnergy h m s m 0 / 4 := by
  rw [(mismatchEnergy_unique_min hh m s).1, mismatchEnergy_eq hh]
  field_simp
  ring

end

end SymmetricBimorph
```

```lean
#print axioms SymmetricBimorph.symmetric_bimorph
#print axioms SymmetricBimorph.equilibrium_iff
#print axioms SymmetricBimorph.bending_leaves_quarter
```

```
'SymmetricBimorph.symmetric_bimorph' depends on axioms: [propext, Classical.choice, Quot.sound]
'SymmetricBimorph.equilibrium_iff' depends on axioms: [propext, Classical.choice, Quot.sound]
'SymmetricBimorph.bending_leaves_quarter' depends on axioms: [propext, Classical.choice, Quot.sound]
```

`elasticStrain` is \(\varepsilon\), with `Real.sign z` selecting the layer. `mismatchEnergy` is \(I\), the elastic energy per unit area divided by half the common modulus. `resultantForce` and `bendingMoment` are in units of the modulus. Positive `κ` means that the total strain increases upwards. The parameter `h` is half the total thickness, and `hh` requires it to be positive; `s` may have either sign or be zero.

`mismatchEnergy_unique_min` gives the value at the stated pair and a strictly larger value at every other real pair, which is what a unique minimiser means. `symmetric_bimorph` states this for your case \(m=0\), with the integral written out, `equilibrium_iff` gives the force and moment criterion, and `bending_leaves_quarter` compares the bent and flat energies.

The model has one in-plane strain component, and the affine total strain is assumed, not derived from three-dimensional elasticity. Each layer's free strain is taken as uniform and unaffected by bending, which neglects the effect of strain on the electric field inside a piezoelectric layer. Unequal layers, a compliant bond and edge effects are not covered. Within those limits, the formula offers a reference value for a finite-element simulation of a thin, narrow bilayer strip that is free to deform across its width. If curving across the width is prevented, as in plane strain, and the free strains also act in that direction, Poisson coupling changes the curvature.

## How the proof follows the calculation

`integral_quadratic` integrates a quadratic through its antiderivative. `integral_two_layers` splits the integral at the interface and replaces the integrand by the appropriate quadratic on each side. The two agree almost everywhere, so the value at \(z=0\) has no effect.

`mismatchEnergy_eq` evaluates the sign in each layer, applies that lemma, and verifies the completed squares with `field_simp` and `ring`. For uniqueness, the proof distinguishes whether `a = m`. If so, the curvature must differ and the bending square is positive; otherwise the stretching square is.

`symmetric_bimorph` sets `m` to zero. `equilibrium_iff` computes the two resultants with the same two-layer lemma, then uses their nonzero coefficients to read off `a` and `κ`. The quarter ratio follows from the minimum and the completed-square formula at zero curvature.
